# The oblique projector $A(B^\dagger A)^{-1}B^\dagger$ of two families with invertible overlap, and the basis changes that leave it fixed

To split a state vector into a combination of $k$ given vectors and a remainder orthogonal to $k$ other vectors, one needs a condition under which the splitting exists and is unique. The condition chosen here is that the $k\times k$ matrix of inner products between the two families is invertible. The families are the columns of two complex $n\times k$ matrices $A$ and $B$, and the matrix of inner products is the overlap $S=B^\dagger A$.

## Two families of vectors and one splitting

Physically, invertibility of $S$ means that no nonzero coefficient vector $c$ gives a state $Ac$ orthogonal to every column of $B$. The second family can therefore detect every combination of the first. In particular, the columns of $A$ are linearly independent, and so are those of $B$.

Such pairs occur for a diagonalisable non-Hermitian matrix, for instance an effective Hamiltonian in a truncated basis. Put $k$ vectors of a right eigenbasis in $A$ and the corresponding vectors of the dual left eigenbasis in $B$, so that $S=1$. (Without diagonalisability the overlap can be singular: the matrix with rows $(0,1)$ and $(0,0)$ has right eigenvector $(1,0)^T$ and left eigenvector $(0,1)^T$, which are orthogonal.) The projector onto the chosen states is oblique in general: it removes components along directions that need not be orthogonal to the states it keeps.

## What is claimed, and how it is encoded

Define
$$P=A\,S^{-1}B^\dagger,\qquad S=B^\dagger A .$$
If $S$ is invertible, then:

- $PA=A$, $B^\dagger P=B^\dagger$, $P^2=P$ and $\operatorname{tr}P=k$.
- $Pv=v$ exactly when $v$ is a combination of columns of $A$, and $Pv=0$ exactly when $v$ is orthogonal to all columns of $B$.
- The dual basis $D=B(A^\dagger B)^{-1}$ satisfies $D^\dagger A=1$ and $P=AD^\dagger$.
- A second pair $A',B'$ of $n\times k$ matrices with invertible overlap has the same projector exactly when $A'=AG$ and $B'=BH$ with $G,H$ invertible.
- $P$ is Hermitian exactly when $B=AG$ with $G$ invertible.

In Lean, `n` and `k` are finite index types, not numbers; the number of columns is `Fintype.card k`. The projector is `obliqueProj A B` and the dual basis is `dualBasis A B`. The superscript `ᴴ` is the conjugate transpose, written $\dagger$ here, and is unrelated to the matrix `H` of a basis change. The product of a matrix with a vector is `*ᵥ`. Invertibility of the overlap is the hypothesis `IsUnit (Bᴴ * A).det`, which over the complex numbers says that the determinant is nonzero. Lean's matrix inverse also returns a value for a singular matrix, so this hypothesis is what gives the formula its meaning.

The inner product of two columns is $b^\dagger a$, so the columns are coordinates in an orthonormal basis. Passing from actual wavefunctions to such finite columns is the step that the hypotheses leave to the user. For coordinates in a non-orthogonal basis with metric $M$, the overlap would be $B^\dagger MA$, and $MB$ would take the place of $B$ in the formula. Singular overlaps and families of different sizes are excluded, and nothing is said about numerical stability when $S$ is nearly singular.

## Cancelling the overlap

The two one-sided identities come from placing $S$ next to its inverse:
$$PA=AS^{-1}(B^\dagger A)=AS^{-1}S=A,\qquad B^\dagger P=(B^\dagger A)S^{-1}B^\dagger=SS^{-1}B^\dagger=B^\dagger .$$
The first gives idempotence, and cyclicity of the trace gives the rank count:
$$P^2=(PA)S^{-1}B^\dagger=AS^{-1}B^\dagger=P,\qquad \operatorname{tr}P=\operatorname{tr}(B^\dagger A\,S^{-1})=\operatorname{tr}1_k=k .$$

If $Pv=v$, then $v=Ac$ with $c=S^{-1}B^\dagger v$. Conversely, $P(Ac)=(PA)c=Ac$. If $Pv=0$, then $B^\dagger v=B^\dagger Pv=0$. Conversely, $B^\dagger v=0$ gives $Pv=AS^{-1}(B^\dagger v)=0$. In the splitting $v=Pv+(v-Pv)$, the first part lies in the span of the columns of $A$ and the second is orthogonal to the columns of $B$. No other splitting has this property: if $v=Ac+w$ with $B^\dagger w=0$, then $Pv=PAc+Pw=Ac$.

## Dual bras

Since $A^\dagger B=S^\dagger$, the dual basis has adjoint $D^\dagger=S^{-1}B^\dagger$. Hence
$$D^\dagger A=S^{-1}S=1,\qquad AD^\dagger=AS^{-1}B^\dagger=P .$$
Writing $a_j$ and $d_j$ for the columns of $A$ and $D$, these equations read $\langle d_i|a_j\rangle=\delta_{ij}$ and $P=\sum_j|a_j\rangle\langle d_j|$.

## Which pairs share a projector

For invertible $G$ and $H$, the new overlap is $(BH)^\dagger(AG)=H^\dagger SG$, a product of invertible matrices. The new projector is
$$AG\,(H^\dagger SG)^{-1}H^\dagger B^\dagger
=A\,(GG^{-1})\,S^{-1}\,\big((H^\dagger)^{-1}H^\dagger\big)\,B^\dagger=P .$$

Conversely, let $A',B'$ have invertible overlap $S'=B'^\dagger A'$ and the same projector $P$. The one-sided identities for the new pair give
$$A'=PA'=A\,\underbrace{S^{-1}B^\dagger A'}_{G},\qquad
B'^\dagger=B'^\dagger P=\underbrace{B'^\dagger AS^{-1}}_{K}\,B^\dagger .$$
Thus $A'=AG$ and $B'=BH$ with $H=K^\dagger$. Moreover $S'=KSG$, so $\det S'=\det K\,\det S\,\det G$. The left side is nonzero, hence so are $\det G$ and $\det K$, and both basis changes are invertible.

## When the projection is orthogonal

Taking the adjoint exchanges the two families:
$$P^\dagger=B(S^\dagger)^{-1}A^\dagger=B(A^\dagger B)^{-1}A^\dagger .$$
This is the projector of the pair $(B,A)$. Hermiticity therefore says that $(A,B)$ and $(B,A)$ have the same projector, which by the previous result means $B=AG$ and $A=BH$ for some invertible $G,H$. The second equation follows from the first with $H=G^{-1}$, so $B=AG$ alone is the criterion.

For an oblique case, take $A=(1,0)^T$ and $B=(1,1)^T$. Then $S=1$ and
$$P=\begin{pmatrix}1\\0\end{pmatrix}\begin{pmatrix}1&1\end{pmatrix}=\begin{pmatrix}1&1\\0&0\end{pmatrix},$$
which is not Hermitian. The vector $B$ is unnormalised; with $B/\sqrt2$ in its place the overlap is $1/\sqrt2$ and $P$ is the same. Applied to the unit vector $(1,1)^T/\sqrt2$, this projector returns $(\sqrt2,0)^T$, so an oblique projection can lengthen a vector.

## The definitions and theorems in Lean

```lean
import Mathlib

open Matrix

namespace ObliqueProjector

noncomputable section

variable {n k : Type*} [Fintype n] [Fintype k] [DecidableEq k]

/-- The oblique projector `A (BᴴA)⁻¹ Bᴴ` built from the columns of `A` and `B`. The formula is
defined for all pairs, but is meant for those with invertible overlap matrix `BᴴA`. -/
def obliqueProj (A B : Matrix n k ℂ) : Matrix n n ℂ :=
  A * (Bᴴ * A)⁻¹ * Bᴴ

/-- The basis `B (AᴴB)⁻¹` dual to the columns of `A` within the span of the columns of `B`; the
formula is defined for all pairs, but has this meaning when the overlap matrix `AᴴB` is invertible.
-/
def dualBasis (A B : Matrix n k ℂ) : Matrix n k ℂ :=
  B * (Aᴴ * B)⁻¹

variable {A B A' B' : Matrix n k ℂ}

/-- If the overlap `BᴴA` is invertible, the projector leaves every column of `A` unchanged. -/
theorem obliqueProj_mul_self (h : IsUnit (Bᴴ * A).det) : obliqueProj A B * A = A := by
  unfold obliqueProj
  rw [Matrix.mul_assoc, Matrix.mul_assoc, Matrix.nonsing_inv_mul _ h, Matrix.mul_one]

/-- If the overlap `BᴴA` is invertible, projecting a vector does not change its inner products
with the columns of `B`. -/
theorem conjTranspose_mul_obliqueProj (h : IsUnit (Bᴴ * A).det) :
    Bᴴ * obliqueProj A B = Bᴴ := by
  unfold obliqueProj
  rw [← Matrix.mul_assoc, ← Matrix.mul_assoc, Matrix.mul_nonsing_inv _ h, Matrix.one_mul]

/-- If the overlap `BᴴA` is invertible, projecting twice is the same as projecting once. -/
theorem obliqueProj_idempotent (h : IsUnit (Bᴴ * A).det) :
    obliqueProj A B * obliqueProj A B = obliqueProj A B := by
  calc obliqueProj A B * obliqueProj A B
      = (obliqueProj A B * A) * ((Bᴴ * A)⁻¹ * Bᴴ) := by
        simp only [obliqueProj, Matrix.mul_assoc]
    _ = A * ((Bᴴ * A)⁻¹ * Bᴴ) := by rw [obliqueProj_mul_self h]
    _ = obliqueProj A B := by simp only [obliqueProj, Matrix.mul_assoc]

/-- If the overlap `BᴴA` is invertible, the trace of the projector is the number of columns
of `A`. -/
theorem trace_obliqueProj (h : IsUnit (Bᴴ * A).det) :
    (obliqueProj A B).trace = (Fintype.card k : ℂ) := by
  unfold obliqueProj
  rw [Matrix.trace_mul_comm, ← Matrix.mul_assoc, Matrix.mul_nonsing_inv _ h, Matrix.trace_one]

/-- If the overlap `BᴴA` is invertible, the vectors fixed by the projector are the combinations
of columns of `A`, and the vectors it annihilates are those orthogonal to all columns of `B`. -/
theorem obliqueProj_range_kernel (h : IsUnit (Bᴴ * A).det) (v : n → ℂ) :
    (obliqueProj A B *ᵥ v = v ↔ ∃ c : k → ℂ, A *ᵥ c = v) ∧
      (obliqueProj A B *ᵥ v = 0 ↔ Bᴴ *ᵥ v = 0) := by
  refine ⟨⟨fun hv => ⟨((Bᴴ * A)⁻¹ * Bᴴ) *ᵥ v, ?_⟩, ?_⟩, fun hv => ?_, fun hv => ?_⟩
  · rw [Matrix.mulVec_mulVec, ← Matrix.mul_assoc]
    exact hv
  · rintro ⟨c, rfl⟩
    rw [Matrix.mulVec_mulVec, obliqueProj_mul_self h]
  · rw [← conjTranspose_mul_obliqueProj h, ← Matrix.mulVec_mulVec, hv, Matrix.mulVec_zero]
  · unfold obliqueProj
    rw [← Matrix.mulVec_mulVec, hv, Matrix.mulVec_zero]

/-- If the overlap `BᴴA` is invertible, the dual basis is biorthogonal to the columns of `A`,
and the projector is the sum of the products of each column of `A` with its dual bra. -/
theorem dualBasis_biorthogonal (h : IsUnit (Bᴴ * A).det) :
    (dualBasis A B)ᴴ * A = 1 ∧ obliqueProj A B = A * (dualBasis A B)ᴴ := by
  have e : (dualBasis A B)ᴴ = (Bᴴ * A)⁻¹ * Bᴴ := by
    simp only [dualBasis, Matrix.conjTranspose_mul, Matrix.conjTranspose_nonsing_inv,
      Matrix.conjTranspose_conjTranspose]
  constructor
  · rw [e, Matrix.mul_assoc, Matrix.nonsing_inv_mul _ h]
  · rw [e, obliqueProj, Matrix.mul_assoc]

/-- Invertible changes of basis `A → AG` and `B → BH` keep an invertible overlap invertible and
leave the projector unchanged. -/
theorem obliqueProj_change_basis (h : IsUnit (Bᴴ * A).det) {G H : Matrix k k ℂ}
    (hG : IsUnit G.det) (hH : IsUnit H.det) :
    IsUnit ((B * H)ᴴ * (A * G)).det ∧ obliqueProj (A * G) (B * H) = obliqueProj A B := by
  have e : (B * H)ᴴ * (A * G) = Hᴴ * (Bᴴ * A) * G := by
    simp only [Matrix.conjTranspose_mul, Matrix.mul_assoc]
  have hH' : IsUnit (Hᴴ).det := by
    rw [Matrix.det_conjTranspose]
    exact hH.star
  constructor
  · rw [e, Matrix.det_mul, Matrix.det_mul]
    exact (hH'.mul h).mul hG
  · unfold obliqueProj
    rw [e, Matrix.mul_inv_rev, Matrix.mul_inv_rev, Matrix.conjTranspose_mul]
    -- the two basis changes meet their own inverses
    calc A * G * (G⁻¹ * ((Bᴴ * A)⁻¹ * (Hᴴ)⁻¹)) * (Hᴴ * Bᴴ)
        = A * (G * G⁻¹) * (Bᴴ * A)⁻¹ * ((Hᴴ)⁻¹ * Hᴴ) * Bᴴ := by
          simp only [Matrix.mul_assoc]
      _ = A * (Bᴴ * A)⁻¹ * Bᴴ := by
          rw [Matrix.mul_nonsing_inv _ hG, Matrix.nonsing_inv_mul _ hH', Matrix.mul_one,
            Matrix.mul_one]

/-- Two pairs with invertible overlaps define the same oblique projector exactly when they are
related by invertible changes of basis `A' = AG` and `B' = BH`. -/
theorem obliqueProj_eq_iff (h : IsUnit (Bᴴ * A).det) (h' : IsUnit (B'ᴴ * A').det) :
    obliqueProj A' B' = obliqueProj A B ↔
      ∃ G H : Matrix k k ℂ, IsUnit G.det ∧ IsUnit H.det ∧ A' = A * G ∧ B' = B * H := by
  constructor
  · intro e
    -- the common projector fixes `A'` from the left and `B'ᴴ` from the right
    obtain ⟨G, hA⟩ : ∃ G : Matrix k k ℂ, A' = A * G := by
      refine ⟨(Bᴴ * A)⁻¹ * (Bᴴ * A'), ?_⟩
      have h1 := obliqueProj_mul_self h'
      rw [e] at h1
      simpa only [obliqueProj, Matrix.mul_assoc] using h1.symm
    obtain ⟨K, hK⟩ : ∃ K : Matrix k k ℂ, B'ᴴ = K * Bᴴ := by
      refine ⟨B'ᴴ * (A * (Bᴴ * A)⁻¹), ?_⟩
      have h1 := conjTranspose_mul_obliqueProj h'
      rw [e] at h1
      simpa only [obliqueProj, Matrix.mul_assoc] using h1.symm
    have hB : B' = B * Kᴴ := by
      have h1 := congrArg Matrix.conjTranspose hK
      simpa only [Matrix.conjTranspose_mul, Matrix.conjTranspose_conjTranspose] using h1
    -- the new overlap factorises, so both basis changes are invertible
    have hS : B'ᴴ * A' = K * (Bᴴ * A) * G := by
      rw [hK, hA]
      simp only [Matrix.mul_assoc]
    rw [hS, Matrix.det_mul, Matrix.det_mul] at h'
    refine ⟨G, Kᴴ, isUnit_of_mul_isUnit_right h', ?_, hA, hB⟩
    rw [Matrix.det_conjTranspose]
    exact (isUnit_of_mul_isUnit_left (isUnit_of_mul_isUnit_left h')).star
  · rintro ⟨G, H, hG, hH, rfl, rfl⟩
    exact (obliqueProj_change_basis h hG hH).2

/-- If the overlap `BᴴA` is invertible, the projector is Hermitian exactly when `B` is obtained
from `A` by an invertible change of basis. -/
theorem obliqueProj_isHermitian_iff (h : IsUnit (Bᴴ * A).det) :
    (obliqueProj A B).IsHermitian ↔ ∃ G : Matrix k k ℂ, IsUnit G.det ∧ B = A * G := by
  -- taking the adjoint exchanges the roles of `A` and `B`
  have hc : (obliqueProj A B)ᴴ = obliqueProj B A := by
    simp only [obliqueProj, Matrix.conjTranspose_mul, Matrix.conjTranspose_nonsing_inv,
      Matrix.conjTranspose_conjTranspose, Matrix.mul_assoc]
  have hs : IsUnit (Aᴴ * B).det := by
    have e : Aᴴ * B = (Bᴴ * A)ᴴ := by
      rw [Matrix.conjTranspose_mul, Matrix.conjTranspose_conjTranspose]
    rw [e, Matrix.det_conjTranspose]
    exact h.star
  have hi : (obliqueProj A B).IsHermitian ↔ obliqueProj B A = obliqueProj A B := by
    rw [← hc]
    exact Iff.rfl
  rw [hi, obliqueProj_eq_iff h hs]
  constructor
  · rintro ⟨G, _, hG, _, hB, _⟩
    exact ⟨G, hG, hB⟩
  · rintro ⟨G, hG, hB⟩
    refine ⟨G, G⁻¹, hG, Matrix.isUnit_nonsing_inv_det G hG, hB, ?_⟩
    rw [hB, Matrix.mul_assoc, Matrix.mul_nonsing_inv _ hG, Matrix.mul_one]

/-- In two dimensions the columns `A = (1, 0)` and `B = (1, 1)` have invertible overlap, and
their oblique projector is the matrix with rows `(1, 1)` and `(0, 0)`. -/
theorem obliqueProj_witness :
    IsUnit ((!![1; 1] : Matrix (Fin 2) (Fin 1) ℂ)ᴴ * (!![1; 0] : Matrix (Fin 2) (Fin 1) ℂ)).det ∧
      obliqueProj (!![1; 0] : Matrix (Fin 2) (Fin 1) ℂ) !![1; 1] = !![1, 1; 0, 0] := by
  have h : (!![1; 1] : Matrix (Fin 2) (Fin 1) ℂ)ᴴ * (!![1; 0] : Matrix (Fin 2) (Fin 1) ℂ) = 1 := by
    ext i j
    fin_cases i
    fin_cases j
    simp [Matrix.mul_apply, Fin.sum_univ_succ]
  have hi : (1 : Matrix (Fin 1) (Fin 1) ℂ)⁻¹ = 1 :=
    Matrix.inv_eq_right_inv (Matrix.mul_one 1)
  constructor
  · rw [h, Matrix.det_one]
    exact isUnit_one
  · rw [obliqueProj, h, hi, Matrix.mul_one]
    ext i j
    fin_cases i <;> fin_cases j <;> simp [Matrix.mul_apply]

end

end ObliqueProjector
```

```lean
#print axioms ObliqueProjector.obliqueProj_range_kernel
-- 'ObliqueProjector.obliqueProj_range_kernel' depends on axioms: [propext, Classical.choice, Quot.sound]
#print axioms ObliqueProjector.dualBasis_biorthogonal
-- 'ObliqueProjector.dualBasis_biorthogonal' depends on axioms: [propext, Classical.choice, Quot.sound]
#print axioms ObliqueProjector.obliqueProj_change_basis
-- 'ObliqueProjector.obliqueProj_change_basis' depends on axioms: [propext, Classical.choice, Quot.sound]
#print axioms ObliqueProjector.obliqueProj_isHermitian_iff
-- 'ObliqueProjector.obliqueProj_isHermitian_iff' depends on axioms: [propext, Classical.choice, Quot.sound]
```

## From cancellation to range and kernel

`obliqueProj_mul_self` and `conjTranspose_mul_obliqueProj` are the identities $PA=A$ and $B^\dagger P=B^\dagger$. Each proof unfolds the definition, moves the brackets until the overlap stands beside its inverse, and cancels them with `Matrix.nonsing_inv_mul` or `Matrix.mul_nonsing_inv`. These two lemmas use the hypothesis `h` that the determinant is a unit.

`obliqueProj_idempotent` follows the calculation of $P^2$ line by line: it isolates the factor $PA$, replaces it by $A$, and restores the definition. In `trace_obliqueProj`, `Matrix.trace_mul_comm` carries $B^\dagger$ to the front, after which the same cancellation leaves the trace of the identity.

`obliqueProj_range_kernel` contains two equivalences, and `refine` splits them into four implications. The coefficient vector $S^{-1}B^\dagger v$ is supplied explicitly for the first. The third rewrites $B^\dagger$ as $B^\dagger P$, so that the assumption $Pv=0$ can be used.

`dualBasis_biorthogonal` first establishes $D^\dagger=S^{-1}B^\dagger$ as the local equation `e`. Both of its conclusions then reduce to reassociation, with one cancellation for biorthogonality.

## From basis changes to Hermiticity

`obliqueProj_change_basis` proves the factorisation $H^\dagger SG$ and uses it twice. Taking determinants shows that the new overlap is invertible; reversing the order of the inverses with `Matrix.mul_inv_rev` brings $G$ and $H^\dagger$ next to their own inverses. The invertibility of $H^\dagger$ comes from the fact that its determinant is the complex conjugate of $\det H$.

`obliqueProj_eq_iff` treats the two directions separately. For the forward one, the equality of projectors is substituted into the one-sided identities of the primed pair, and the matrices $G$ and $K$ are read off as in the derivation. The adjoint of $B'^\dagger=KB^\dagger$ yields $B'=BK^\dagger$. The factorised determinant is then a unit, and `isUnit_of_mul_isUnit_right` and `isUnit_of_mul_isUnit_left` pass this property to its factors. The backward direction is the preceding theorem.

`obliqueProj_isHermitian_iff` proves in `hc` that the adjoint swaps $A$ and $B$, and in `hs` that the swapped pair also has invertible overlap. It then applies `obliqueProj_eq_iff` with $A'=B$ and $B'=A$. From left to right only $B=AG$ is kept; from right to left the missing relation is supplied by $G^{-1}$.

`obliqueProj_witness` computes the two-dimensional example. It shows that the $1\times1$ overlap is the identity and then compares the projector with the stated matrix entry by entry.
